# A finite system with even degeneracies has a time reversal that squares to −1

Take a diagonal Hamiltonian on a finite-dimensional space, with real energies `e i`, each value occurring an even number of times. The lemma says that some antisymmetric unitary matrix S commutes with it; S following complex conjugation is then a time reversal that squares to −1 and leaves the Hamiltonian unchanged. The attempt labels each state by its energy, a pair number and a two-valued pseudospin, through a bijection `g` from labels to states. It then builds S from the map that flips the pseudospin, with a sign that changes under the flip.

An attempt in Lean 4 with a fault in it:

```lean
import Mathlib

open Matrix

namespace ExistsPairing

noncomputable section

variable {n : Type*} [Fintype n] [DecidableEq n]

/-- If every energy occurs an even number of times in a list, some antisymmetric unitary
matrix commutes with the diagonal matrix of these energies. -/
theorem exists_pairing (e : n → ℝ) (he : ∀ E, Even (Nat.card {i // e i = E})) :
    ∃ S ∈ Matrix.unitaryGroup n ℂ, Sᵀ = -S ∧
      S * diagonal (fun i => (e i : ℂ)) = diagonal (fun i => (e i : ℂ)) * S := by
  -- label the states of each level by a pair number and a two-valued pseudospin
  have key : ∀ E, ∃ k : ℕ, Nonempty ({i // e i = E} ≃ Fin k × Bool) := by
    intro E
    obtain ⟨k, hk⟩ := he E
    refine ⟨k, ⟨Finite.equivOfCardEq ?_⟩⟩
    rw [hk, Nat.card_prod, Nat.card_eq_fintype_card, Nat.card_eq_fintype_card,
      Fintype.card_fin, Fintype.card_bool]
    ring
  choose k f using key
  obtain ⟨g, hg⟩ : ∃ g : ((E : ℝ) × (Fin (k E) × Bool)) ≃ n, ∀ a, e (g a) = a.1 :=
    ⟨(Equiv.sigmaCongrRight fun E => (f E).some.symm).trans (Equiv.sigmaFiberEquiv e),
      fun a => ((f a.1).some.symm a.2).2⟩
  -- `σ` flips the pseudospin and `s` is its sign
  obtain ⟨σ, s, hσ, hs, hs1, heσ⟩ : ∃ (σ : n → n) (s : n → ℂ), (∀ i, σ (σ i) = i) ∧
      (∀ i, s (σ i) = -s i) ∧ (∀ i, s i * star (s i) = 1) ∧ ∀ i, e (σ i) = e i := by
    refine ⟨fun i => g ⟨(g.symm i).1, ((g.symm i).2.1, !(g.symm i).2.2)⟩,
      fun i => if (g.symm i).2.2 = true then 1 else -1, ?_, ?_, ?_, ?_⟩
    · intro i; simp
    · intro i; cases h : (g.symm i).2.2 <;> simp [h]
    · intro i; cases h : (g.symm i).2.2 <;> simp
    · intro i
      have h := hg (g.symm i)
      rw [Equiv.apply_symm_apply] at h
      rw [hg, h]
  refine ⟨Matrix.of fun i j => if j = σ i then s i else 0, ?_, ?_, ?_⟩
  · rw [Matrix.mem_unitaryGroup_iff]
    ext i j
    rw [Matrix.mul_apply, Finset.sum_eq_single (σ i)]
    · by_cases h : i = j
      · subst h
        simpa [Matrix.star_apply] using hs1 i
      · have h' : σ i ≠ σ j := fun q => h (by rw [← hσ i, q, hσ])
        simp [Matrix.star_apply, h, h']
    · intro b _ hb
      simp [hb]
    · simp
  · ext i j
    by_cases h : j = σ i
    · subst h
      simp [hσ, hs]
    · have h' : i ≠ σ j := fun q => h (by rw [q, hσ])
      simp [h, h']
  · ext i j
    rw [Matrix.mul_diagonal, Matrix.diagonal_mul]
    by_cases h : j = σ i
    · subst h
      simp [heσ, mul_comm]
    · simp [h]

end

end ExistsPairing
```

Lean reports:

```
Main.lean:20:16: error(lean.unknownIdentifier): Unknown constant `Finite.equivOfCardEq`
Main.lean:21:8: error: No goals to be solved
Main.lean:33:4: error: unsolved goals
case refine_1
n : Type u_1
inst✝¹ : Fintype n
inst✝ : DecidableEq n
e : n → ℝ
he : ∀ (E : ℝ), Even (Nat.card { i // e i = E })
k : ℝ → ℕ
f : ∀ (E : ℝ), Nonempty ({ i // e i = E } ≃ Fin (k E) × Bool)
g : (E : ℝ) × Fin (k E) × Bool ≃ n
hg : ∀ (a : (E : ℝ) × Fin (k E) × Bool), e (g a) = a.fst
i : n
⊢ g
      ⟨(g.symm (g ⟨(g.symm i).fst, ((g.symm i).snd.1, !(g.symm i).snd.2)⟩)).fst,
        ((g.symm (g ⟨(g.symm i).fst, ((g.symm i).snd.1, !(g.symm i).snd.2)⟩)).snd.1,
          !(g.symm (g ⟨(g.symm i).fst, ((g.symm i).snd.1, !(g.symm i).snd.2)⟩)).snd.2)⟩ =
    i
Main.lean:34:4: error: unsolved goals
case refine_2.false
n : Type u_1
inst✝¹ : Fintype n
inst✝ : DecidableEq n
e : n → ℝ
he : ∀ (E : ℝ), Even (Nat.card { i // e i = E })
k : ℝ → ℕ
f : ∀ (E : ℝ), Nonempty ({ i // e i = E } ≃ Fin (k E) × Bool)
g : (E : ℝ) × Fin (k E) × Bool ≃ n
hg : ∀ (a : (E : ℝ) × Fin (k E) × Bool), e (g a) = a.fst
i : n
h : (g.symm i).snd.2 = false
⊢ (g.symm (g ⟨(g.symm i).fst, ((g.symm i).snd.1, !(g.symm i).snd.2)⟩)).snd.2 = false → -1 = 1

case refine_2.true
n : Type u_1
inst✝¹ : Fintype n
inst✝ : DecidableEq n
e : n → ℝ
he : ∀ (E : ℝ), Even (Nat.card { i // e i = E })
k : ℝ → ℕ
f : ∀ (E : ℝ), Nonempty ({ i // e i = E } ≃ Fin (k E) × Bool)
g : (E : ℝ) × Fin (k E) × Bool ≃ n
hg : ∀ (a : (E : ℝ) × Fin (k E) × Bool), e (g a) = a.fst
i : n
h : (g.symm i).snd.2 = true
⊢ (g.symm (g ⟨(g.symm i).fst, ((g.symm i).snd.1, !(g.symm i).snd.2)⟩)).snd.2 = true → 1 = -1
Main.lean:35:4: error: unsolved goals
case refine_3.false
n : Type u_1
inst✝¹ : Fintype n
inst✝ : DecidableEq n
e : n → ℝ
he : ∀ (E : ℝ), Even (Nat.card { i // e i = E })
k : ℝ → ℕ
f : ∀ (E : ℝ), Nonempty ({ i // e i = E } ≃ Fin (k E) × Bool)
g : (E : ℝ) × Fin (k E) × Bool ≃ n
hg : ∀ (a : (E : ℝ) × Fin (k E) × Bool), e (g a) = a.fst
i : n
h : (g.symm i).snd.2 = false
⊢ (if (g.symm i).snd.2 = true then (starRingEnd ℂ) (if (g.symm i).snd.2 = true then 1 else -1)
    else -(starRingEnd ℂ) (if (g.symm i).snd.2 = true then 1 else -1)) =
    1

case refine_3.true
n : Type u_1
inst✝¹ : Fintype n
inst✝ : DecidableEq n
e : n → ℝ
he : ∀ (E : ℝ), Even (Nat.card { i // e i = E })
k : ℝ → ℕ
f : ∀ (E : ℝ), Nonempty ({ i // e i = E } ≃ Fin (k E) × Bool)
g : (E : ℝ) × Fin (k E) × Bool ≃ n
hg : ∀ (a : (E : ℝ) × Fin (k E) × Bool), e (g a) = a.fst
i : n
h : (g.symm i).snd.2 = true
⊢ (if (g.symm i).snd.2 = true then (starRingEnd ℂ) (if (g.symm i).snd.2 = true then 1 else -1)
    else -(starRingEnd ℂ) (if (g.symm i).snd.2 = true then 1 else -1)) =
    1
```

What went wrong. Lean knows no `Finite.equivOfCardEq`. It reported this and put an error placeholder in place of the term, so `refine` closed the goal without creating the one for `?_`, and the next `rw` had nothing to work on. The repair counts both sets as `k * 2` and joins their bijections with `Fin (k * 2)`, given by `Finite.equivFinOfCardEq`.

In `refine_1` and `refine_2`, `simp` had to cancel `g.symm (g …)`. But the type of a label's second part, `Fin (k E) × Bool`, depends on its energy `E`, and the term stood under projections where replacing it would change types, so `simp` left it alone. The repair defines the flip `τ` and sign `c` on labels first. The term is then a plain argument of `τ` or `c`, whose result types are fixed, and `Equiv.symm_apply_apply` can rewrite it.

In `refine_3` the sign was still an unapplied `fun` when `cases` ran, so the pseudospin in the goal was not replaced by its value, and `simp` was not given `h` to settle the `if`. The repair splits the label itself, so the `if` sees a definite `true` or `false`. The added `hτE` in the last `rw` says that `τ` keeps the energy.

Lean accepts the file once it reads:

```diff
@@ -18,24 +18,38 @@
     intro E
     obtain ⟨k, hk⟩ := he E
-    refine ⟨k, ⟨Finite.equivOfCardEq ?_⟩⟩
-    rw [hk, Nat.card_prod, Nat.card_eq_fintype_card, Nat.card_eq_fintype_card,
-      Fintype.card_fin, Fintype.card_bool]
-    ring
+    have h1 : Nat.card {i // e i = E} = k * 2 := by omega
+    have h2 : Nat.card (Fin k × Bool) = k * 2 := by
+      rw [Nat.card_eq_fintype_card, Fintype.card_prod, Fintype.card_fin, Fintype.card_bool]
+    exact ⟨k, ⟨(Finite.equivFinOfCardEq h1).trans (Finite.equivFinOfCardEq h2).symm⟩⟩
   choose k f using key
   obtain ⟨g, hg⟩ : ∃ g : ((E : ℝ) × (Fin (k E) × Bool)) ≃ n, ∀ a, e (g a) = a.1 :=
     ⟨(Equiv.sigmaCongrRight fun E => (f E).some.symm).trans (Equiv.sigmaFiberEquiv e),
       fun a => ((f a.1).some.symm a.2).2⟩
-  -- `σ` flips the pseudospin and `s` is its sign
+  -- on the labels, `τ` flips the pseudospin and `c` is its sign
+  obtain ⟨τ, c, hτ, hc, hc1, hτE⟩ :
+      ∃ (τ : ((E : ℝ) × (Fin (k E) × Bool)) → ((E : ℝ) × (Fin (k E) × Bool)))
+        (c : ((E : ℝ) × (Fin (k E) × Bool)) → ℂ), (∀ a, τ (τ a) = a) ∧
+        (∀ a, c (τ a) = -c a) ∧ (∀ a, c a * star (c a) = 1) ∧ ∀ a, (τ a).1 = a.1 := by
+    refine ⟨fun a => ⟨a.1, (a.2.1, !a.2.2)⟩, fun a => if a.2.2 = true then 1 else -1,
+      ?_, ?_, ?_, fun _ => rfl⟩
+    · rintro ⟨E, p, b⟩
+      cases b <;> rfl
+    · rintro ⟨E, p, b⟩
+      cases b <;> simp
+    · rintro ⟨E, p, b⟩
+      cases b <;> simp
+  -- `σ` and `s` are the same flip and sign on the states themselves
   obtain ⟨σ, s, hσ, hs, hs1, heσ⟩ : ∃ (σ : n → n) (s : n → ℂ), (∀ i, σ (σ i) = i) ∧
       (∀ i, s (σ i) = -s i) ∧ (∀ i, s i * star (s i) = 1) ∧ ∀ i, e (σ i) = e i := by
-    refine ⟨fun i => g ⟨(g.symm i).1, ((g.symm i).2.1, !(g.symm i).2.2)⟩,
-      fun i => if (g.symm i).2.2 = true then 1 else -1, ?_, ?_, ?_, ?_⟩
-    · intro i; simp
-    · intro i; cases h : (g.symm i).2.2 <;> simp [h]
-    · intro i; cases h : (g.symm i).2.2 <;> simp
+    refine ⟨fun i => g (τ (g.symm i)), fun i => c (g.symm i), ?_, ?_,
+      fun i => hc1 (g.symm i), ?_⟩
+    · intro i
+      simp only [Equiv.symm_apply_apply, hτ, Equiv.apply_symm_apply]
+    · intro i
+      simp only [Equiv.symm_apply_apply, hc]
     · intro i
       have h := hg (g.symm i)
       rw [Equiv.apply_symm_apply] at h
-      rw [hg, h]
+      rw [hg, hτE, h]
   refine ⟨Matrix.of fun i j => if j = σ i then s i else 0, ?_, ?_, ?_⟩
   · rw [Matrix.mem_unitaryGroup_iff]
```
